# For Hermitian coupling, a finite exciton matrix D − WV has only real eigenvalues when no two inversion factors have opposite signs

## Complex energies in a partly inverted band

I diagonalise the exciton matrix D − WV of a pumped semiconductor. At low density all eigenvalues are real, and once every transition is inverted, some more strongly than others, they are real again, although the medium then amplifies light. In between, some come in complex pairs. The matrix isn't Hermitian in any of the three cases, so is the complex pair physics or a bug?

## Opposite signs of inversion make complex pairs possible

It can be physics of the model. If V is Hermitian and the inversion factors W_k are all nonnegative or all nonpositive, every eigenvalue is real. With mixed signs this can fail: two transitions with energies a and b, factors 1 and −1, and a purely off-diagonal real coupling v have a nonreal eigenvalue exactly when |a − b| < 2|v|.

Here D_k is the energy of transition k, and W_k is one minus the electron and hole occupations, so W_k is positive for absorption, zero at transparency and negative for inversion. An eigenvector x is a polarization that evolves as exp(−iEt/ħ), and it grows if Im E > 0. Amplification of light when every transition is inverted is a different matter: it enters through the driving term, which also carries W_k and isn't part of this matrix.

**One sign of inversion.** The eigenvalue equation reads

D_k x_k − W_k (Vx)_k = E x_k.

The sum S = Σ_k conj(x_k) (Vx)_k, which is the interaction energy up to its sign, is real, because conjugating it and using conj(V_jk) = V_kj only exchanges the two summation indices. Suppose that x_k = W_k y_k for some y. Multiplying the eigenvalue equation by conj(y_k) and rearranging gives

conj(x_k) (Vx)_k = (D_k − E) W_k |y_k|².

Summed over k, the left side is S. The imaginary part is therefore

Im E · Σ_k W_k |y_k|² = 0.

Now let E be nonreal. Where W_k = 0, the eigenvalue equation reduces to (D_k − E) x_k = 0, so x_k = 0 and we may take y_k = 0. Elsewhere y_k = x_k/W_k. So y exists, and the sum must vanish. If the factors share a sign, each term vanishes separately, which gives x_k = 0 for every k. An eigenvector can't be zero, so E is real. With mixed signs the terms can cancel, and the argument stops there.

**Two transitions.** With factors w₁, w₂ and amplitudes x₀, x₁,

(a − E) x₀ = w₁ v x₁

(b − E) x₁ = w₂ v x₀.

Multiplying the first equation by b − E and inserting the second, and the same with the roles exchanged, shows that (a − E)(b − E) − w₁w₂v² annihilates both amplitudes. One of them is nonzero, so

(a − E)(b − E) = w₁w₂v².

The imaginary part is Im E · (2 Re E − a − b) = 0. For nonreal E this fixes Re E = (a + b)/2, and the real part then gives

(Im E)² = −w₁w₂v² − ((a − b)/2)².

The left side is positive, so (a − b)² + 4w₁w₂v² < 0. Conversely, if this inequality holds, these two formulas define a nonreal E that solves the secular equation, and (w₁v, a − E) is an eigenvector. It is nonzero because a − E has a nonzero imaginary part. For factors 1 and −1 the condition becomes (a − b)² < 4v², and both components have modulus |v|, so dividing by √2 |v| normalises the vector: the two transitions take part equally.

**The statements in Lean.** `IsEigenfrequency M E` says that some nonzero complex vector satisfies Mx = Ex. In `excitonMatrix D W V`, the functions `D` and `W` are real, the index type `n` is finite, and the minus sign in front of WV is the convention for attraction between electron and hole. The hypothesis `V.IsHermitian` includes real symmetric V; it stands for a static interaction without loss. The hypothesis `hW` is the sign condition, with zeros allowed. `pairMatrix` is the two-transition case, whose coupling has zero diagonal.

The energies and occupations are fixed inputs. Dephasing, dynamical screening and the continuum limit are absent, and nothing is said about whether the eigenvectors form a basis.

```lean
import Mathlib

open Matrix
open scoped ComplexConjugate

namespace ExcitonGain

noncomputable section

variable {n : Type*} [Fintype n]

/-- A complex number `E` is an eigenfrequency of `M` if some nonzero polarization `x`
satisfies `M x = E x`. -/
def IsEigenfrequency (M : Matrix n n ℂ) (E : ℂ) : Prop :=
  ∃ x : n → ℂ, x ≠ 0 ∧ M *ᵥ x = E • x

/-- The interaction energy `∑ conj(x_k) (V x)_k` of a Hermitian coupling `V` is real. -/
theorem interaction_real {V : Matrix n n ℂ} (hV : V.IsHermitian) (x : n → ℂ) :
    (∑ k, conj (x k) * (V *ᵥ x) k).im = 0 := by
  rw [← Complex.conj_eq_iff_im]
  simp only [Matrix.mulVec, dotProduct, Finset.mul_sum, map_sum, map_mul, Complex.conj_conj]
  -- conjugation exchanges the two summation indices
  refine Finset.sum_comm.trans ?_
  refine Finset.sum_congr rfl fun k _ => Finset.sum_congr rfl fun j _ => ?_
  have h : conj (V j k) = V k j := hV.apply k j
  rw [h]
  ring

variable [DecidableEq n]

/-- The exciton matrix `D - W V`, with transition energies `D`, inversion factors `W`
and Coulomb coupling `V`. -/
def excitonMatrix (D W : n → ℝ) (V : Matrix n n ℂ) : Matrix n n ℂ :=
  Matrix.diagonal (fun k => (D k : ℂ)) - Matrix.diagonal (fun k => (W k : ℂ)) * V

/-- The exciton matrix acts on a polarization by `D_k x_k - W_k (V x)_k`. -/
theorem excitonMatrix_mulVec (D W : n → ℝ) (V : Matrix n n ℂ) (x : n → ℂ) (k : n) :
    (excitonMatrix D W V *ᵥ x) k = D k * x k - W k * (V *ᵥ x) k := by
  rw [excitonMatrix, Matrix.sub_mulVec, ← Matrix.mulVec_mulVec, Pi.sub_apply,
    Matrix.mulVec_diagonal, Matrix.mulVec_diagonal]

/-- For Hermitian coupling, let the polarization `x = W y` satisfy `M x = E x` with the
exciton matrix `M`. Then the product of `Im E` and `∑ W_k |y_k|²` vanishes. -/
theorem im_mul_weightedNorm {D W : n → ℝ} {V : Matrix n n ℂ} (hV : V.IsHermitian)
    {E : ℂ} {x y : n → ℂ} (hxy : ∀ k, x k = W k * y k)
    (h : excitonMatrix D W V *ᵥ x = E • x) :
    E.im * ∑ k, W k * Complex.normSq (y k) = 0 := by
  have key : ∀ k, conj (x k) * (V *ᵥ x) k
      = ((D k : ℂ) - E) * ((W k * Complex.normSq (y k) : ℝ) : ℂ) := by
    intro k
    have hk := congrFun h k
    rw [excitonMatrix_mulVec, Pi.smul_apply, smul_eq_mul] at hk
    have hc : conj (x k) = W k * conj (y k) := by
      rw [hxy k, map_mul, Complex.conj_ofReal]
    have hxk := hxy k
    rw [hc, Complex.ofReal_mul, ← Complex.mul_conj]
    linear_combination (-conj (y k)) * hk + conj (y k) * ((D k : ℂ) - E) * hxk
  -- take the imaginary part of the real interaction energy
  have him := interaction_real hV x
  simp only [key, Complex.im_sum, Complex.im_mul_ofReal, Complex.sub_im,
    Complex.ofReal_im, zero_sub] at him
  rw [← Finset.mul_sum] at him
  linarith

/-- For Hermitian coupling, if the inversion factors are all nonnegative or all nonpositive,
every eigenfrequency of the exciton matrix is real. -/
theorem eigenfrequency_real {D W : n → ℝ} {V : Matrix n n ℂ} (hV : V.IsHermitian)
    (hW : (∀ k, 0 ≤ W k) ∨ (∀ k, W k ≤ 0)) {E : ℂ}
    (hE : IsEigenfrequency (excitonMatrix D W V) E) : E.im = 0 := by
  by_contra him
  obtain ⟨x, hx0, hx⟩ := hE
  -- a nonreal mode has no amplitude at transparency, so `x = W y`
  have hxy : ∀ k, x k = W k * (x k / W k) := by
    intro k
    by_cases hk : W k = 0
    · have h := congrFun hx k
      rw [excitonMatrix_mulVec, Pi.smul_apply, smul_eq_mul, hk, Complex.ofReal_zero,
        zero_mul, sub_zero] at h
      have hne : (D k : ℂ) - E ≠ 0 := fun h0 => him (by
        have h1 := congrArg Complex.im h0
        simpa using h1)
      have hp : ((D k : ℂ) - E) * x k = 0 := by linear_combination h
      have hz : x k = 0 := (mul_eq_zero.mp hp).resolve_left hne
      simp [hz]
    · have hk' : (W k : ℂ) ≠ 0 := by exact_mod_cast hk
      field_simp
  have hs : ∑ k, W k * Complex.normSq (x k / W k) = 0 :=
    (mul_eq_zero.mp (im_mul_weightedNorm (y := fun k => x k / W k) hV hxy hx)).resolve_left him
  -- terms of one sign that sum to zero all vanish
  have hall : ∀ k, W k * Complex.normSq (x k / W k) = 0 := by
    intro k
    rcases hW with h | h
    · exact (Finset.sum_eq_zero_iff_of_nonneg (fun j _ =>
        mul_nonneg (h j) (Complex.normSq_nonneg _))).mp hs k (Finset.mem_univ k)
    · exact (Finset.sum_eq_zero_iff_of_nonpos (fun j _ =>
        mul_nonpos_of_nonpos_of_nonneg (h j) (Complex.normSq_nonneg _))).mp hs k
          (Finset.mem_univ k)
  apply hx0
  funext k
  rcases mul_eq_zero.mp (hall k) with h | h
  · rw [hxy k, h]
    simp
  · rw [hxy k, Complex.normSq_eq_zero.mp h]
    simp

/-- The exciton matrix of two transitions with energies `a`, `b`, inversion factors
`w₁`, `w₂` and purely off-diagonal real coupling `v`. -/
def pairMatrix (a b w₁ w₂ v : ℝ) : Matrix (Fin 2) (Fin 2) ℂ :=
  excitonMatrix ![a, b] ![w₁, w₂] !![0, (v : ℂ); (v : ℂ), 0]

/-- The eigenvalue equation of two coupled transitions, written out in components. -/
theorem pair_mode_iff (a b w₁ w₂ v : ℝ) (E : ℂ) (x : Fin 2 → ℂ) :
    pairMatrix a b w₁ w₂ v *ᵥ x = E • x ↔
      (a : ℂ) * x 0 - w₁ * (v * x 1) = E * x 0 ∧
      (b : ℂ) * x 1 - w₂ * (v * x 0) = E * x 1 := by
  rw [funext_iff, Fin.forall_fin_two]
  simp only [pairMatrix, excitonMatrix_mulVec]
  simp [Matrix.mulVec, dotProduct, Fin.sum_univ_two]

/-- A nonreal eigenfrequency of two transitions with purely off-diagonal real coupling `v` has real
part `(a + b)/2`, and its imaginary part squared is `-w₁ w₂ v² - ((a - b)/2)²`. -/
theorem pair_nonreal_value {a b w₁ w₂ v : ℝ} {E : ℂ}
    (hE : IsEigenfrequency (pairMatrix a b w₁ w₂ v) E) (hne : E.im ≠ 0) :
    E.re = (a + b) / 2 ∧ E.im ^ 2 = -(w₁ * w₂ * v ^ 2) - ((a - b) / 2) ^ 2 := by
  obtain ⟨x, hx0, hx⟩ := hE
  obtain ⟨h0, h1⟩ := (pair_mode_iff a b w₁ w₂ v E x).mp hx
  -- eliminating the amplitudes gives the secular equation
  have hs : ((a : ℂ) - E) * (b - E) - w₁ * w₂ * v ^ 2 = 0 := by
    by_contra hd
    have p0 : (((a : ℂ) - E) * (b - E) - w₁ * w₂ * v ^ 2) * x 0 = 0 := by
      linear_combination ((b : ℂ) - E) * h0 + (w₁ : ℂ) * v * h1
    have p1 : (((a : ℂ) - E) * (b - E) - w₁ * w₂ * v ^ 2) * x 1 = 0 := by
      linear_combination ((a : ℂ) - E) * h1 + (w₂ : ℂ) * v * h0
    have z0 := (mul_eq_zero.mp p0).resolve_left hd
    have z1 := (mul_eq_zero.mp p1).resolve_left hd
    apply hx0
    funext k
    fin_cases k <;> simp [z0, z1]
  have hre := congrArg Complex.re hs
  have him := congrArg Complex.im hs
  simp only [Complex.sub_re, Complex.sub_im, Complex.mul_re, Complex.mul_im,
    Complex.ofReal_re, Complex.ofReal_im, pow_two, Complex.zero_re, Complex.zero_im] at hre him
  have hp : E.im * (2 * E.re - a - b) = 0 := by linear_combination him
  have hr : E.re = (a + b) / 2 := by
    have h2 := (mul_eq_zero.mp hp).resolve_left hne
    linarith
  refine ⟨hr, ?_⟩
  rw [hr] at hre
  linear_combination -hre

/-- Two transitions with purely off-diagonal real coupling `v` have a nonreal eigenfrequency exactly
when `(a - b)² + 4 w₁ w₂ v² < 0`. -/
theorem pair_nonreal_iff (a b w₁ w₂ v : ℝ) :
    (∃ E, IsEigenfrequency (pairMatrix a b w₁ w₂ v) E ∧ E.im ≠ 0) ↔
      (a - b) ^ 2 + 4 * (w₁ * w₂) * v ^ 2 < 0 := by
  constructor
  · rintro ⟨E, hE, hne⟩
    have h := (pair_nonreal_value hE hne).2
    have hpos : 0 < E.im ^ 2 := by positivity
    nlinarith
  · intro h
    have hd : 0 < -(w₁ * w₂ * v ^ 2) - ((a - b) / 2) ^ 2 := by nlinarith
    obtain ⟨E, hne, hs⟩ : ∃ E : ℂ, E.im ≠ 0 ∧
        ((a : ℂ) - E) * (b - E) = w₁ * w₂ * v ^ 2 := by
      have hq := Real.sq_sqrt hd.le
      refine ⟨⟨(a + b) / 2, Real.sqrt (-(w₁ * w₂ * v ^ 2) - ((a - b) / 2) ^ 2)⟩,
        (Real.sqrt_pos.mpr hd).ne', ?_⟩
      generalize Real.sqrt (-(w₁ * w₂ * v ^ 2) - ((a - b) / 2) ^ 2) = q at hq ⊢
      apply Complex.ext <;>
        simp only [Complex.sub_re, Complex.sub_im, Complex.mul_re, Complex.mul_im,
          Complex.ofReal_re, Complex.ofReal_im, pow_two]
      · linear_combination -hq
      · ring
    -- the eigenvector is read off from the first row
    refine ⟨E, ⟨![(w₁ : ℂ) * v, (a : ℂ) - E], ?_, ?_⟩, hne⟩
    · intro h0
      have h1 : (a : ℂ) - E = 0 := congrFun h0 1
      have h2 := congrArg Complex.im h1
      exact hne (by simpa using h2)
    · refine (pair_mode_iff a b w₁ w₂ v E _).mpr ⟨?_, ?_⟩
      · show (a : ℂ) * (w₁ * v) - w₁ * (v * (a - E)) = E * (w₁ * v)
        ring
      · show (b : ℂ) * (a - E) - w₂ * (v * (w₁ * v)) = E * (a - E)
        linear_combination hs

/-- With inversion factors `1` and `-1`, two transitions with purely off-diagonal real coupling `v`
have a nonreal eigenfrequency exactly when `|a - b| < 2 |v|`. -/
theorem mixed_sign_nonreal_iff (a b v : ℝ) :
    (∃ E, IsEigenfrequency (pairMatrix a b 1 (-1) v) E ∧ E.im ≠ 0) ↔
      |a - b| < 2 * |v| := by
  have h2 : 2 * |v| = |2 * v| := by rw [abs_mul, abs_two]
  rw [pair_nonreal_iff, h2, ← sq_lt_sq]
  constructor <;> intro h <;> nlinarith

end

end ExcitonGain
```

```lean
#print axioms ExcitonGain.eigenfrequency_real
#print axioms ExcitonGain.mixed_sign_nonreal_iff
```

```
'ExcitonGain.eigenfrequency_real' depends on axioms: [propext, Classical.choice, Quot.sound]
'ExcitonGain.mixed_sign_nonreal_iff' depends on axioms: [propext, Classical.choice, Quot.sound]
```

**From the derivation to the code.** `interaction_real` shows that S is real; `Finset.sum_comm` exchanges the indices. `excitonMatrix_mulVec` writes the matrix action in components. In `im_mul_weightedNorm`, the step `key` is the equation for conj(x_k) (Vx)_k, obtained by `linear_combination` from the eigenvalue equation and x = Wy; the lemma then takes the imaginary part of the sum.

`eigenfrequency_real` assumes a nonreal E and builds y as `x k / W k`. Lean sets division by zero to zero, which is the choice y_k = 0 made above at transparency.

For nonnegative factors, the sign condition does its work through the Mathlib lemma `Finset.sum_eq_zero_iff_of_nonneg`. Given a proof that every term of a finite sum is nonnegative, it returns an equivalence: the sum is zero if and only if each term is zero. The code supplies the proof with `mul_nonneg`, from W_j ≥ 0 and |y_j|² ≥ 0. It then takes the forward direction with `.mp`, applies it to `hs`, the vanishing sum, and reads off the term at k. The companion lemma ending in `_of_nonpos` handles factors that are all nonpositive. For mixed signs neither lemma has its input.

For two transitions, `pair_mode_iff` gives the component equations, and `pair_nonreal_value` derives the secular equation and splits it into real and imaginary parts. `pair_nonreal_iff` adds the converse with the explicit eigenvector, and `mixed_sign_nonreal_iff` inserts 1 and −1 and turns squares into absolute values with `sq_lt_sq`.

For your diagonalisation this gives a test within the finite, undamped model: if no two factors have opposite signs, a nonreal eigenvalue points to rounding or to a V that isn't Hermitian. With mixed signs it may be a genuine growing or decaying polarization.
